# The t² coefficient of 1 − det(1 − t²B(t)) as t → 0 is the trace of the limit of B

Let B(t) be a finite square complex matrix for each real t, tending to G as t tends to zero through nonzero values. The lemma states that (1 − det(1 − t²B(t)))/t² then tends to tr G; B(t) need not be Hermitian, nor smooth in t. In physics, if 1 − t²B(t) is the matrix of overlaps between two orthonormal sets of occupied orbitals, its determinant is the overlap of the two normalised Slater determinants, and the lemma gives the t² coefficient of that overlap's departure from one. The attempt writes det(1 + sA) = 1 + s Q(s, A) with Q jointly continuous, shows that Q(0, G) = tr G, and takes the limit with s = −t² and A = B(t).

In Lean, a first try:

```lean
import Mathlib

open Matrix Filter Topology

namespace TendstoDetDefect

noncomputable section

variable {n m : Type*} [Fintype n] [Fintype m] [DecidableEq m]

/-- If `B t` tends to `G`, then `(1 - det (1 - t² B t)) / t²` tends to the trace of `G` as `t`
tends to zero through nonzero values. -/
theorem tendsto_det_defect {B : ℝ → Matrix m m ℂ} {G : Matrix m m ℂ}
    (hB : Tendsto B (𝓝[≠] 0) (𝓝 G)) :
    Tendsto (fun t : ℝ => (1 - (1 - ((t : ℂ) ^ 2) • B t).det) / (t : ℂ) ^ 2)
      (𝓝[≠] 0) (𝓝 G.trace) := by
  -- each product in the determinant has a continuous difference quotient
  have hprod : ∀ (σ : Equiv.Perm m) (S : Finset m), ∃ q : ℂ × Matrix m m ℂ → ℂ,
      Continuous q ∧ ∀ (s : ℂ) (A : Matrix m m ℂ), ∏ i ∈ S, (1 + s • A) (σ i) i =
        ∏ i ∈ S, (1 : Matrix m m ℂ) (σ i) i + s * q (s, A) := by
    intro σ S
    induction S using Finset.induction_on with
    | empty => exact ⟨fun _ => 0, continuous_const, by simp⟩
    | insert a S ha ih =>
      obtain ⟨q, hq, he⟩ := ih
      refine ⟨fun z => (1 : Matrix m m ℂ) (σ a) a * q z + z.2 (σ a) a *
        (∏ i ∈ S, (1 : Matrix m m ℂ) (σ i) i + z.1 * q z),
        (continuous_const.mul hq).add ((continuous_snd.matrix_elem (σ a) a).mul
          (continuous_const.add (continuous_fst.mul hq))), fun s A => ?_⟩
      rw [Finset.prod_insert ha, Finset.prod_insert ha, he, Matrix.add_apply,
        Matrix.smul_apply, smul_eq_mul]
      ring
  choose q hq he using fun σ => hprod σ Finset.univ
  let Q : ℂ × Matrix m m ℂ → ℂ := fun z =>
    ∑ σ : Equiv.Perm m, ((Equiv.Perm.sign σ : ℤ) : ℂ) * q σ z
  have hQ : Continuous Q := continuous_finsetSum _ fun σ _ => continuous_const.mul (hq σ)
  have hdet : ∀ (s : ℂ) (A : Matrix m m ℂ), (1 + s • A).det = 1 + s * Q (s, A) := by
    intro s A
    rw [← det_one (n := m) (R := ℂ), det_apply', det_apply', Finset.mul_sum,
      ← Finset.sum_add_distrib]
    refine Finset.sum_congr rfl fun σ _ => ?_
    rw [det_one, he]
    ring
  -- at zero step the quotient is the trace
  have htr : Q (0, G) = G.trace := by
    let e := (det (1 + (Polynomial.X : Polynomial ℂ) • G.map Polynomial.C)).divX.divX
    have hfun : (fun s : ℂ => Q (s, G)) = fun s => G.trace + e.eval s * s := by
      refine Continuous.ext_on (dense_compl_singleton (0 : ℂ))
        (hQ.comp (continuous_id.prodMk continuous_const))
        (continuous_const.add (e.continuous.mul continuous_id)) fun s hs => ?_
      have h : (1 + s • G).det = 1 + G.trace * s + e.eval s * s ^ 2 := det_one_add_smul s G
      refine mul_left_cancel₀ (show s ≠ 0 from hs) ?_
      linear_combination h - hdet s G
    simpa using congrFun hfun 0
  have hs : Tendsto (fun t : ℝ => -(t : ℂ) ^ 2) (𝓝[≠] 0) (𝓝 0) := by
    have h : Continuous fun t : ℝ => -(t : ℂ) ^ 2 := (Complex.continuous_ofReal.pow 2).neg
    simpa using (h.tendsto 0).mono_left nhdsWithin_le_nhds
  rw [← htr]
  refine ((hQ.tendsto (0, G)).comp (hs.prodMk_nhds hB)).congr' ?_
  filter_upwards [self_mem_nhdsWithin] with t ht
  have ht' : (t : ℂ) ≠ 0 := Complex.ofReal_ne_zero.2 ht
  have h := hdet (-(t : ℂ) ^ 2) (B t)
  rw [neg_smul, ← sub_eq_add_neg] at h
  rw [h, Function.comp_apply, eq_div_iff (pow_ne_zero 2 ht')]
  ring

end

end TendstoDetDefect
```

The error:

```
Main.lean:42:8: error: Tactic `rewrite` failed: Did not find an occurrence of the pattern
  det 1
in the target expression
  ↑↑(Equiv.Perm.sign σ) * ∏ i, (1 + s • A) (σ i) i =
    ↑↑(Equiv.Perm.sign σ) * ∏ i, 1 (σ i) i + s * (↑↑(Equiv.Perm.sign σ) * q σ (s, A))

m : Type u_2
inst✝¹ : Fintype m
inst✝ : DecidableEq m
B : ℝ → Matrix m m ℂ
G : Matrix m m ℂ
hB : Tendsto B (𝓝[≠] 0) (𝓝 G)
hprod :
  ∀ (σ : Equiv.Perm m) (S : Finset m),
    ∃ q, Continuous q ∧ ∀ (s : ℂ) (A : Matrix m m ℂ), ∏ i ∈ S, (1 + s • A) (σ i) i = ∏ i ∈ S, 1 (σ i) i + s * q (s, A)
q : Equiv.Perm m → ℂ × Matrix m m ℂ → ℂ
hq : ∀ (σ : Equiv.Perm m), Continuous (q σ)
he : ∀ (σ : Equiv.Perm m) (s : ℂ) (A : Matrix m m ℂ), ∏ i, (1 + s • A) (σ i) i = ∏ i, 1 (σ i) i + s * q σ (s, A)
Q : ℂ × Matrix m m ℂ → ℂ := fun z => ∑ σ, ↑↑(Equiv.Perm.sign σ) * q σ z
hQ : Continuous Q
s : ℂ
A : Matrix m m ℂ
σ : Equiv.Perm m
x✝ : σ ∈ Finset.univ
⊢ ↑↑(Equiv.Perm.sign σ) * ∏ i, (1 + s • A) (σ i) i =
    ↑↑(Equiv.Perm.sign σ) * ∏ i, 1 (σ i) i + s * (↑↑(Equiv.Perm.sign σ) * q σ (s, A))

Note: The target expression is not type-correct under the `implicit` transparency level, which may have triggered the failure. This is usually caused by unfolding of semireducible definitions in prior tactic steps. Use `set_option linter.tacticCheckInstances true` to investigate the source of the issue.
Full error:
  function expected
    (1 + s • A) (σ i)
```

Diagnosis. The one error is that `rw [det_one, he]` finds no `det 1` to rewrite. There was one earlier: the first `rw` in the proof of `hdet` uses `← det_one` to turn the number 1 on the right into the determinant of the identity matrix. But the same `rw` then applies `det_apply'` twice, which expands both determinants into sums over permutations. Once `Finset.sum_congr` has reduced the goal to a single permutation, only signs, products of matrix entries and the term with `q` are left, so `det_one` has nothing to act on.

The repair drops `det_one` and keeps `he`, which rewrites the product of entries of `1 + s • A` as the product for the identity plus `s * q σ (s, A)`. The two sides then agree by algebra, and `ring` closes the goal.

Lean's note suggests that a type-correctness problem in the goal may have triggered the failure. Here the missing `det 1` is explanation enough, and the repair leaves the steps that produced this goal unchanged.

After these edits no error is left:

```diff
@@ -40,5 +40,5 @@
       ← Finset.sum_add_distrib]
     refine Finset.sum_congr rfl fun σ _ => ?_
-    rw [det_one, he]
+    rw [he]
     ring
   -- at zero step the quotient is the trace
```
